# Semiclassical bounds for the partition function of a particle in a box

A particle of mass m moves freely on a line between two hard walls a distance L apart. Its energy levels are

E_n = ħ²π²n² / (2mL²),  n = 1, 2, 3, …

with ħ the reduced Planck constant. In contact with a heat bath at inverse temperature β, the canonical partition function is the sum of exp(−βE_n) over these levels. The classical phase-space integral, divided by 2πħ, gives L/λ instead, where λ = √(2πħ²β/m) is the thermal wavelength. The question is whether the sum over infinitely many levels converges and how far it lies from L/λ. It converges, it is at most L/λ, and it falls short by at most 1. This bounds the error of the one-dimensional translational factor of the ideal gas, for a single non-interacting particle between hard walls.

## The objects

Since E_n = n²E_1, everything depends on one number a = βE_1. Define the weight w(x) = exp(−a x²) for real x, the reduced sum Z(a), and the semiclassical value Zsc(a):

Z(a) = Σ_{n=0}^∞ w(n+1),  Zsc(a) = √(π/a) / 2

The index n starts at 0, as Lean's natural numbers do, and term n belongs to level n+1.

```lean
import Mathlib

open Real Filter Topology MeasureTheory Set

namespace ParticleInABox

noncomputable section

/-- Boltzmann weight `exp (-a x²)` as a function of a continuous quantum number `x`. -/
def weight (a x : ℝ) : ℝ := exp (-a * x ^ 2)

/-- Reduced partition function: the sum of `exp (-a n²)` over `n = 1, 2, 3, …`. -/
def Z (a : ℝ) : ℝ := ∑' n : ℕ, weight a ((n : ℝ) + 1)

/-- Semiclassical value `√(π/a) / 2` of the reduced partition function. -/
def Zsc (a : ℝ) : ℝ := √(π / a) / 2
```

In physical units, `level hbar m L n` is E_n, `boxZ` is Σ_{n=0}^∞ exp(−βE_{n+1}), and `thermalWavelength` is λ. All constants are real numbers in any consistent units, and energies are measured from the bottom of the well. The spectrum is an input: `level` is a definition, with each level counted once, and it is not derived from the Schrödinger equation. In the same way L/λ is taken as a formula and is not obtained from a phase-space integral. Spin, several particles and three dimensions are not treated.

```lean
/-- Energy level `ħ² π² n² / (2 m L²)` of a particle of mass `m` in a box of length `L`. -/
def level (hbar m L : ℝ) (n : ℕ) : ℝ := hbar ^ 2 * π ^ 2 * (n : ℝ) ^ 2 / (2 * m * L ^ 2)

/-- Canonical partition function of the box at inverse temperature `β`, summed over `n ≥ 1`. -/
def boxZ (hbar m L β : ℝ) : ℝ := ∑' n : ℕ, exp (-β * level hbar m L (n + 1))

/-- Thermal de Broglie wavelength `√(2 π ħ² β / m)`. -/
def thermalWavelength (hbar m β : ℝ) : ℝ := √(2 * π * hbar ^ 2 * β / m)
```

## The derivation by hand

Let N be a natural number, S_N = Σ_{n=0}^{N−1} w(n+1) the sum over levels 1 to N, and I_N = ∫_0^N w(x) dx.

Step 1. For a > 0 the weight decreases on [0, ∞), so w(n+1) ≤ w(x) ≤ w(n) for x in [n, n+1]. Integrating over this unit interval and adding n = 0, …, N−1 gives

S_N ≤ I_N ≤ Σ_{n=0}^{N−1} w(n) = w(0) + S_N − w(N) ≤ 1 + S_N

because w(0) = 1 and w(N) ≥ 0. At N = 0 the outer chain reads 0 ≤ 0 ≤ 1.

Step 2. The half-line Gaussian integral is ∫_0^∞ w(x) dx = Zsc(a). The integrand is positive, so I_N ≤ Zsc(a), and I_N → Zsc(a) as N → ∞.

Step 3. The partial sums have positive terms and obey S_N ≤ I_N ≤ Zsc(a). They converge, and Z(a) ≤ Zsc(a). Also I_N ≤ 1 + S_N ≤ 1 + Z(a), and letting N → ∞ gives

Zsc(a) − 1 ≤ Z(a) ≤ Zsc(a)

Step 4. Dividing by Zsc(a) > 0, with 1/Zsc(a) = 2√(a/π),

1 − 2√(a/π) ≤ Z(a)/Zsc(a) ≤ 1

The left side tends to 1 as a decreases to 0, so the ratio does too.

Step 5. With a = βE_1, βE_{n+1} = a(n+1)², and

π/a = 2mL² / (πħ²β) = (2L/λ)²

so Zsc(a) = L/λ.

Below, the accounts of what fails when a hypothesis is removed, and the numbers at the end, are arguments on paper and are not among the theorems.

## a > 0 makes higher levels less occupied

The hypothesis `ha : 0 < a` says that the product βE_1 is positive, as it is when the ground-state energy and the temperature are both positive. Its first use is the monotonicity in step 1. `sum_vs_integral` states S_N ≤ I_N and I_N ≤ 1 + S_N for every N. In the proof, `hanti` says that w is antitone on [0, N]: from x² ≤ y² (`hsq`) and the sign of a, `nlinarith` compares the exponents. `AntitoneOn.sum_le_integral` and `AntitoneOn.integral_le_sum` are the two rectangle comparisons. `h1` and `h2` split the sum of w(0), …, w(N) at its first and at its last term, which together give the equality in step 1, and `h0` and `hN` supply w(0) = 1 and w(N) ≥ 0. At a = 0 the weight is constant and this step would survive, with S_N = I_N = N. For a < 0 the weight increases and S_N exceeds I_N as soon as N ≥ 1.

```lean
/-- The sum of the weights of levels `1, …, N` lies below the integral of the weight over
`[0, N]`, and at most one below it. -/
theorem sum_vs_integral {a : ℝ} (ha : 0 < a) (N : ℕ) :
    ∑ n ∈ Finset.range N, weight a ((n : ℝ) + 1) ≤ ∫ x in (0 : ℝ)..N, weight a x ∧
    ∫ x in (0 : ℝ)..N, weight a x ≤ 1 + ∑ n ∈ Finset.range N, weight a ((n : ℝ) + 1) := by
  -- the weight decreases with the quantum number
  have hanti : AntitoneOn (weight a) (Icc (0 : ℝ) (0 + (N : ℝ))) := by
    intro x hx y _ hxy
    have hsq : x ^ 2 ≤ y ^ 2 := pow_le_pow_left₀ hx.1 hxy 2
    unfold weight
    exact exp_le_exp.2 (by nlinarith)
  have hlo := AntitoneOn.sum_le_integral hanti
  have hup := AntitoneOn.integral_le_sum hanti
  simp only [zero_add] at hlo hup
  push_cast at hlo
  refine ⟨hlo, ?_⟩
  -- shifting the index costs the `n = 0` term, which equals one
  have h1 := Finset.sum_range_succ' (fun i : ℕ => weight a (i : ℝ)) N
  have h2 := Finset.sum_range_succ (fun i : ℕ => weight a (i : ℝ)) N
  have h0 : weight a 0 = 1 := by simp [weight]
  have hN : 0 ≤ weight a (N : ℝ) := (exp_pos _).le
  push_cast at h1
  linarith
```

## a > 0 makes the tail integrable

The strict inequality is needed in step 2. `integral_vs_Zsc` states I_N ≤ Zsc(a) for all N and I_N → Zsc(a). The hypothesis enters through `integrable_exp_neg_mul_sq ha`, which yields `hint`, integrability of w on (0, ∞). The Gaussian value `hG` is taken from Mathlib's `integral_gaussian_Ioi`. Both the comparison of (0, N] with (0, ∞) and the limit N → ∞ use `hint`.

```lean
/-- The integral of the weight over `[0, N]` stays below the semiclassical value and tends
to it as `N` grows. -/
theorem integral_vs_Zsc {a : ℝ} (ha : 0 < a) :
    (∀ N : ℕ, ∫ x in (0 : ℝ)..N, weight a x ≤ Zsc a) ∧
    Tendsto (fun N : ℕ => ∫ x in (0 : ℝ)..N, weight a x) atTop (𝓝 (Zsc a)) := by
  have hint : IntegrableOn (weight a) (Ioi 0) := (integrable_exp_neg_mul_sq ha).integrableOn
  -- half-line Gaussian integral
  have hG : ∫ x in Ioi (0 : ℝ), weight a x = Zsc a := integral_gaussian_Ioi a
  rw [← hG]
  constructor
  · intro N
    rw [intervalIntegral.integral_of_le (Nat.cast_nonneg N)]
    refine setIntegral_mono_set hint (Eventually.of_forall fun x => (exp_pos _).le) ?_
    exact Ioc_subset_Ioi_self.eventuallyLE
  · exact intervalIntegral_tendsto_integral_Ioi 0 hint tendsto_natCast_atTop_atTop
```

`Z_bounds` is step 3 and has three parts: the series is `Summable`, Zsc(a) − 1 ≤ Z(a), and Z(a) ≤ Zsc(a). `hb` chains the two lemmas into S_N ≤ Zsc(a), `summable_of_sum_range_le` turns it into convergence, and `le_of_tendsto'` passes each inequality to the limit. In `hle` the bound S_N ≤ Z(a) is `h2`. For a ≤ 0 every term is at least 1 and the series diverges. Lean then assigns the value 0 both to the infinite sum and to `Zsc a`, so the two inequalities would read −1 ≤ 0 ≤ 0, and it is the `Summable` part that makes `Z a` the limit of the partial sums.

```lean
/-- For `a > 0` the series of `exp (-a n²)` over `n ≥ 1` converges, and its value lies
between `√(π/a)/2 - 1` and `√(π/a)/2`. -/
theorem Z_bounds {a : ℝ} (ha : 0 < a) :
    Summable (fun n : ℕ => weight a ((n : ℝ) + 1)) ∧ Zsc a - 1 ≤ Z a ∧ Z a ≤ Zsc a := by
  have hpos : ∀ n : ℕ, 0 ≤ weight a ((n : ℝ) + 1) := fun n => (exp_pos _).le
  have hb : ∀ N : ℕ, ∑ n ∈ Finset.range N, weight a ((n : ℝ) + 1) ≤ Zsc a :=
    fun N => (sum_vs_integral ha N).1.trans ((integral_vs_Zsc ha).1 N)
  have hs : Summable (fun n : ℕ => weight a ((n : ℝ) + 1)) := summable_of_sum_range_le hpos hb
  refine ⟨hs, ?_, le_of_tendsto' hs.hasSum.tendsto_sum_nat hb⟩
  have hle : Zsc a ≤ 1 + Z a := by
    refine le_of_tendsto' (integral_vs_Zsc ha).2 fun N => ?_
    have h1 := (sum_vs_integral ha N).2
    have h2 : ∑ n ∈ Finset.range N, weight a ((n : ℝ) + 1) ≤ Z a :=
      hs.sum_le_tsum _ fun i _ => hpos i
    exact h1.trans (by linarith)
  linarith
```

## a > 0 in the ratio and in the limit

`ratio_bounds` is the display of step 4. Here `ha` gives `hpos`, the positivity of Zsc(a) that allows division without reversing the inequalities, and `hprod`, the identity √(a/π) √(π/a) = 1 behind `hinv`. The lower bound is positive only for a < π/4, which means L > λ.

```lean
/-- The ratio of the partition function to its semiclassical value lies between
`1 - 2 √(a/π)` and `1`. -/
theorem ratio_bounds {a : ℝ} (ha : 0 < a) :
    1 - 2 * √(a / π) ≤ Z a / Zsc a ∧ Z a / Zsc a ≤ 1 := by
  obtain ⟨-, hlo, hup⟩ := Z_bounds ha
  have hπ := pi_pos
  have hpos : 0 < Zsc a := by unfold Zsc; positivity
  have hprod : √(a / π) * √(π / a) = 1 := by
    have h : a / π * (π / a) = 1 := by field_simp
    rw [← sqrt_mul (by positivity), h, sqrt_one]
  have hinv : 2 * √(a / π) * Zsc a = 1 := by
    unfold Zsc
    linear_combination hprod
  constructor
  · rw [le_div_iff₀ hpos, sub_mul, hinv]
    linarith
  · rw [div_le_iff₀ hpos]
    linarith
```

`ratio_tendsto_one` has no explicit hypothesis. The condition sits in the filter `𝓝[>] 0`, which lets a approach 0 through positive values only. `hlo` is the limit of the lower bound, from continuity, and `self_mem_nhdsWithin` recovers a > 0 so that `ratio_bounds` applies on both sides of the squeeze. A two-sided limit would pass through values of a where the series diverges.

```lean
/-- The ratio of the partition function to its semiclassical value tends to one as `a`
decreases to zero. -/
theorem ratio_tendsto_one : Tendsto (fun a => Z a / Zsc a) (𝓝[>] 0) (𝓝 1) := by
  have hc : Continuous fun a : ℝ => 1 - 2 * √(a / π) := by fun_prop
  have hlo : Tendsto (fun a : ℝ => 1 - 2 * √(a / π)) (𝓝[>] 0) (𝓝 1) :=
    (hc.tendsto' 0 1 (by simp)).mono_left nhdsWithin_le_nhds
  refine tendsto_of_tendsto_of_tendsto_of_le_of_le' hlo tendsto_const_nhds ?_ ?_
  · filter_upwards [self_mem_nhdsWithin] with a ha using (ratio_bounds ha).1
  · filter_upwards [self_mem_nhdsWithin] with a ha using (ratio_bounds ha).2
```

## The four physical hypotheses

`physical_units` is step 5: exp(−βE_{n+1}) = w(n+1) for all n, and Zsc(βE_1) = L/λ. The first part is algebra in the exponent and uses none of the hypotheses. The second uses all four: `hw` establishes λ > 0 from the hypotheses on ħ, m and β, `hsq` is π/a = (2L/λ)² after cancelling nonzero factors, and `sqrt_sq` needs 2L/λ ≥ 0.

`hh : 0 < hbar` says that the levels are spaced apart. Only ħ² appears, so the sign is a convention and ħ ≠ 0 does the work, in `hw`, in `hsq` and in `hE`, the positivity of E_1. At ħ = 0 all levels sit at zero energy, a = 0, and the sum diverges.

`hm : 0 < m` makes the kinetic energy positive. It enters E_1 > 0 and the radicand of λ. A negative mass at positive β gives levels unbounded below and growing Boltzmann factors.

`hL : 0 < L` says that L is a length. The levels contain L², but L/λ carries the sign of L, and the root of (2L/λ)² is 2|L|/λ. For L < 0 the sum still converges and is positive while L/λ is negative, so the upper bound fails.

`hβ : 0 < β` is a positive finite temperature. It enters λ and, through `mul_pos hβ hE`, supplies a > 0. The spectrum is unbounded above, so the sum diverges at β = 0 and at negative temperature.

```lean
/-- With `a = β E₁` the Boltzmann factor of level `n + 1` is `exp (-a (n+1)²)`, and the
semiclassical value is the box length divided by the thermal wavelength. -/
theorem physical_units {hbar m L β : ℝ} (hh : 0 < hbar) (hm : 0 < m) (hL : 0 < L)
    (hβ : 0 < β) :
    (∀ n : ℕ, exp (-β * level hbar m L (n + 1)) = weight (β * level hbar m L 1) ((n : ℝ) + 1)) ∧
    Zsc (β * level hbar m L 1) = L / thermalWavelength hbar m β := by
  have hπ := pi_pos
  constructor
  · intro n
    unfold weight level
    congr 1
    push_cast
    ring
  · have hw : 0 < thermalWavelength hbar m β := by unfold thermalWavelength; positivity
    have hw2 : thermalWavelength hbar m β ^ 2 = 2 * π * hbar ^ 2 * β / m :=
      sq_sqrt (by positivity)
    have hsq : π / (β * level hbar m L 1) = (2 * L / thermalWavelength hbar m β) ^ 2 := by
      rw [div_pow, hw2]
      unfold level
      push_cast
      field_simp
    unfold Zsc
    rw [hsq, sqrt_sq (by positivity)]
    ring
```

`boxZ_bounds` states convergence of the canonical sum and L/λ − 1 ≤ `boxZ` ≤ L/λ. The proof rewrites terms and bounds with `physical_units` and applies `Z_bounds` at a = βE_1.

```lean
/-- The canonical sum of the box converges, with a value between `L/λ - 1` and `L/λ`, where
`λ` is the thermal wavelength. -/
theorem boxZ_bounds {hbar m L β : ℝ} (hh : 0 < hbar) (hm : 0 < m) (hL : 0 < L) (hβ : 0 < β) :
    Summable (fun n : ℕ => exp (-β * level hbar m L (n + 1))) ∧
    L / thermalWavelength hbar m β - 1 ≤ boxZ hbar m L β ∧
    boxZ hbar m L β ≤ L / thermalWavelength hbar m β := by
  have hπ := pi_pos
  have hE : 0 < level hbar m L 1 := by unfold level; push_cast; positivity
  obtain ⟨hw, hsc⟩ := physical_units hh hm hL hβ
  unfold boxZ
  rw [← hsc, funext hw]
  exact Z_bounds (mul_pos hβ hE)
```

`boxZ_high_temperature` states that `boxZ` divided by L/λ tends to 1 as β decreases to 0, with ħ, m and L held fixed. The step named `ha` shows that βE_1 tends to 0 through positive values, which needs E_1 > 0, and composition with `ratio_tendsto_one` finishes the proof. The limit concerns the ratio; for the difference the theorems give only the interval of length 1.

```lean
/-- High-temperature limit: the canonical sum of the box divided by `L/λ` tends to one as
`β` decreases to zero. -/
theorem boxZ_high_temperature {hbar m L : ℝ} (hh : 0 < hbar) (hm : 0 < m) (hL : 0 < L) :
    Tendsto (fun β => boxZ hbar m L β / (L / thermalWavelength hbar m β)) (𝓝[>] 0) (𝓝 1) := by
  have hπ := pi_pos
  have hE : 0 < level hbar m L 1 := by unfold level; push_cast; positivity
  -- `a = β E₁` decreases to zero with `β`
  have ha : Tendsto (fun β : ℝ => β * level hbar m L 1) (𝓝[>] 0) (𝓝[>] 0) := by
    have hc : Continuous fun β : ℝ => β * level hbar m L 1 := by fun_prop
    refine tendsto_nhdsWithin_iff.2
      ⟨(hc.tendsto' 0 0 (by simp)).mono_left nhdsWithin_le_nhds, ?_⟩
    filter_upwards [self_mem_nhdsWithin] with β hβ using mul_pos hβ hE
  refine (ratio_tendsto_one.comp ha).congr' ?_
  filter_upwards [self_mem_nhdsWithin] with β hβ
  obtain ⟨hw, hsc⟩ := physical_units hh hm hL hβ
  unfold boxZ
  rw [← hsc, funext hw]
  rfl

end

end ParticleInABox
```

```lean
#print axioms ParticleInABox.boxZ_bounds
-- 'ParticleInABox.boxZ_bounds' depends on axioms: [propext, Classical.choice, Quot.sound]
#print axioms ParticleInABox.boxZ_high_temperature
-- 'ParticleInABox.boxZ_high_temperature' depends on axioms: [propext, Classical.choice, Quot.sound]
```

## A numerical instance

Take a = π/16, a box with L = 2λ. Then Zsc = √16/2 = 2, the bounds are 1 ≤ Z ≤ 2, and the ratio lies between 1 − 2√(1/16) = 0.5 and 1. The weights exp(−πn²/16) of levels 1 to 7 are, to four decimals,

0.8217, 0.4559, 0.1708, 0.0432, 0.0074, 0.0009, 0.0001

They add up to 1.5000, and level 8 contributes exp(−4π) ≈ 0.000003. So Z ≈ 1.500, near the middle of the allowed interval, and Z/Zsc ≈ 0.75. The lower bound on the ratio reaches 0.99 at √(a/π) = 0.005, which corresponds to L = 100λ.
